# The coefficients of a vector in the reciprocal basis are its scalar products with the direct basis vectors, divided by 2π

The declaration `reciprocal_expansion` concerns an arbitrary basis a₁, …, aₙ of real n-dimensional Euclidean space, which need be neither orthogonal nor normalised. Its reciprocal vectors b₁, …, bₙ satisfy aᵢ · bⱼ = 2π δᵢⱼ, and the claim is that every vector x equals the sum over k of (aₖ · x / 2π) bₖ. The attempt sets out to prove this by comparing the scalar products of both sides with each direct basis vector aⱼ. On the right-hand side the relation between the two bases then leaves only the term k = j, in which the factors of 2π cancel.

An attempt in Lean 4 with a fault in it:

```lean
import Mathlib

open InnerProductSpace
open scoped Real

namespace ReciprocalExpansion

noncomputable section

variable {E : Type*} [NormedAddCommGroup E] [InnerProductSpace ℝ E] {n : ℕ}

/-- A vector orthogonal to every member of a set is orthogonal to every linear combination
of members of that set. -/
theorem inner_eq_zero_of_mem_span {S : Set E} {d x : E}
    (hS : ∀ y ∈ S, ⟪y, d⟫_ℝ = 0) (hx : x ∈ Submodule.span ℝ S) : ⟪x, d⟫_ℝ = 0 := by
  induction hx using Submodule.span_induction with
  | mem y hy => exact hS y hy
  | zero => exact inner_zero_left d
  | add y z _ _ hy hz => rw [inner_add_left, hy, hz, add_zero]
  | smul r y _ hy => rw [inner_smul_left, hy, mul_zero]

/-- The reciprocal basis: `b i` is `2π` times the vector whose scalar product with any `x` is
the `i`-th coordinate of `x` in the direct basis `a`. -/
def reciprocal (a : Module.Basis (Fin n) ℝ (EuclideanSpace ℝ (Fin n))) (i : Fin n) :
    EuclideanSpace ℝ (Fin n) :=
  (2 * π) • (toDual ℝ (EuclideanSpace ℝ (Fin n))).symm
    (LinearMap.toContinuousLinearMap (a.coord i))

variable (a : Module.Basis (Fin n) ℝ (EuclideanSpace ℝ (Fin n)))

/-- Direct and reciprocal basis vectors satisfy `a i · b j = 2π δ_ij`. -/
theorem inner_reciprocal (i j : Fin n) :
    ⟪a i, reciprocal a j⟫_ℝ = if i = j then 2 * π else 0 := by
  rw [reciprocal, inner_smul_right, real_inner_comm, toDual_symm_apply]
  simp [Finsupp.single_apply]

/-- Every vector `x` is the sum of the reciprocal vectors `b k` with coefficients
`(a k · x) / 2π`. -/
theorem reciprocal_expansion (x : EuclideanSpace ℝ (Fin n)) :
    x = ∑ k, (⟪a k, x⟫_ℝ / (2 * π)) • reciprocal a k := by
  refine a.ext_inner_left fun j => ?_
  simp only [inner_sum, inner_smul_right, inner_reciprocal, mul_ite, mul_zero,
    Finset.sum_ite_eq, Finset.mem_univ, if_true]
  exact (div_mul_cancel₀ _ (by positivity)).symm

end

end ReciprocalExpansion
```

The error:

```
Main.lean:41:11: error(lean.invalidField): Invalid field `ext_inner_left`: The environment does not contain `Module.Basis.ext_inner_left`, so it is not possible to project the field `ext_inner_left` from an expression
  a
of type
  Module.Basis (Fin n) ℝ (EuclideanSpace ℝ (Fin n))
Main.lean:42:2: error: No goals to be solved
```

Cause. The first message says that `a.ext_inner_left` refers to `Module.Basis.ext_inner_left`, a name that does not exist in this environment. The step that was to reduce the equality to scalar products with the `a j` therefore fails. The second message is a consequence: after the failed `refine`, Lean treats the goal as closed, so `simp only` finds nothing to work on.

The repair makes the reduction by hand, using the file's own `inner_eq_zero_of_mem_span`. Let d be the difference of the two sides. By `a.span_eq` the direct basis spans the whole space, so d lies in its span. If d is orthogonal to every `a j`, it is therefore orthogonal to itself; `inner_self_eq_zero` then makes it zero, and `sub_eq_zero` makes the two sides equal. What remains is the orthogonality to each `a j`, which `rintro` picks out and the rewrite with `inner_sub_right` and `sub_eq_zero` turns into an equality of two scalar products. The original last two steps, unchanged, prove that equality. The added comment only describes the argument.

Fix (accepted with no message):

```diff
@@ -39,5 +39,10 @@
 theorem reciprocal_expansion (x : EuclideanSpace ℝ (Fin n)) :
     x = ∑ k, (⟪a k, x⟫_ℝ / (2 * π)) • reciprocal a k := by
-  refine a.ext_inner_left fun j => ?_
+  -- the difference of the two sides is orthogonal to the whole direct basis, hence to itself
+  refine sub_eq_zero.mp ((inner_self_eq_zero (𝕜 := ℝ)).mp
+    (inner_eq_zero_of_mem_span (S := Set.range ⇑a) ?_
+      (by rw [a.span_eq]; exact Submodule.mem_top)))
+  rintro _ ⟨j, rfl⟩
+  rw [inner_sub_right, sub_eq_zero]
   simp only [inner_sum, inner_smul_right, inner_reciprocal, mul_ite, mul_zero,
     Finset.sum_ite_eq, Finset.mem_univ, if_true]
```
